# The Boys function as the only bounded solution of \(2T\,G' + (2m+1)\,G = e^{-T}\) on \(T > 0\)

## Definitions and conventions

Throughout, \(m\) is a natural number, with \(m = 0\) allowed, and \(T\), \(t\), \(s\), \(u\), \(c\) are real.

```lean
import Mathlib

open Real Set Filter Topology MeasureTheory

namespace BoysODE

noncomputable section
```

The Boys function of order \(m\) is
\[
F_m(T) = \int_0^1 t^{2m}\, e^{-T t^2}\, dt .
\]
It appears in the nuclear-attraction and electron-repulsion integrals over Gaussian basis functions, where \(T\) is a dimensionless product of an exponent and a squared distance; the statements below concern one order \(m\) at a time, real \(T > 0\) and exact arithmetic.

```lean
/-- The Boys function `F_m(T) = ∫₀¹ t^(2m) exp(-T t²) dt`. -/
def boys (m : ℕ) (T : ℝ) : ℝ := ∫ t in (0 : ℝ)..1, t ^ (2 * m) * exp (-T * t ^ 2)
```

The incomplete Gaussian moment is
\[
I_m(s) = \int_0^s u^{2m}\, e^{-u^2}\, du .
\]
Integrals over an interval are oriented, so for \(s < 0\) this means minus the integral from \(s\) to \(0\). In the code `-u ^ 2` is \(-(u^2)\).

```lean
/-- The incomplete Gaussian moment `∫₀ˢ u^(2m) exp(-u²) du`. -/
def gaussMoment (m : ℕ) (s : ℝ) : ℝ := ∫ u in (0 : ℝ)..s, u ^ (2 * m) * exp (-u ^ 2)
```

A function \(G : \mathbb{R} \to \mathbb{R}\) is called a solution if at every \(T > 0\) it is differentiable and
\[
2T\, G'(T) + (2m+1)\, G(T) = e^{-T} . \tag{E}
\]
This is `SolvesBoysODE m G`, with `deriv G T` for \(G'(T)\). No condition is placed on \(G\) at \(T \le 0\), and continuity of \(G'\) is not assumed.

```lean
/-- `G` is differentiable on `T > 0` and obeys `2T G'(T) + (2m+1) G(T) = exp(-T)` there. -/
def SolvesBoysODE (m : ℕ) (G : ℝ → ℝ) : Prop :=
  ∀ T : ℝ, 0 < T →
    DifferentiableAt ℝ G T ∧ 2 * T * deriv G T + (2 * (m : ℝ) + 1) * G T = exp (-T)
```

The function \(G\) is called bounded near zero if there is a real \(C\) with \(|G(T)| \le C\) for all \(T\) in the open interval \((0,1)\), which Lean writes `Ioo (0 : ℝ) 1`.

```lean
/-- `G` is bounded on the interval `(0,1)`. -/
def BoundedNearZero (G : ℝ → ℝ) : Prop := ∃ C : ℝ, ∀ T ∈ Ioo (0 : ℝ) 1, |G T| ≤ C
```

For fixed \(m\) and each real \(c\), set
\[
G_c(T) = F_m(T) + \frac{c}{(\sqrt T)^{2m+1}} .
\]
This is `boysFamily m c T`. The expression `√T ^ (2 * m + 1)` is the power of the root, \((\sqrt T)^{2m+1} = T^{m+1/2}\) for \(T > 0\).

```lean
/-- The one-parameter family `F_m(T) + c / √T^(2m+1)`. -/
def boysFamily (m : ℕ) (c T : ℝ) : ℝ := boys m T + c / √T ^ (2 * m + 1)
```

## (a) The integrating factor

*Task.* Let \(G\) be a solution and let \(T > 0\). Define \(h(t) = t^{2m+1} G(T t^2)\). Show that \(h'(t) = t^{2m} e^{-T t^2}\) for every \(t > 0\).

*Solution.* Put \(x = T t^2\), which is positive, so that \(G\) is differentiable at \(x\) and (E) holds there. The chain rule gives \(\frac{d}{dt} G(T t^2) = 2 T t\, G'(x)\), and the product rule gives
\[
h'(t) = (2m+1)\, t^{2m} G(x) + t^{2m+1} \cdot 2 T t\, G'(x) = t^{2m} \bigl[ (2m+1)\, G(x) + 2x\, G'(x) \bigr].
\]
By (E) at \(x\) the bracket equals \(e^{-x} = e^{-T t^2}\).

```lean
/-- Integrating factor: for a solution `G` and `T, t > 0`, the `t`-derivative of
`t^(2m+1) G(T t²)` is the Boys integrand `t^(2m) exp(-T t²)`. -/
theorem scaled_hasDerivAt {m : ℕ} {G : ℝ → ℝ} (hG : SolvesBoysODE m G) {T t : ℝ}
    (hT : 0 < T) (ht : 0 < t) :
    HasDerivAt (fun t => t ^ (2 * m + 1) * G (T * t ^ 2))
      (t ^ (2 * m) * exp (-T * t ^ 2)) t := by
  obtain ⟨hd, he⟩ := hG (T * t ^ 2) (by positivity)
  have h1 : HasDerivAt (fun t : ℝ => T * t ^ 2) (T * (2 * t)) t := by
    simpa using (hasDerivAt_pow 2 t).const_mul T
  have h2 : HasDerivAt (fun t : ℝ => G (T * t ^ 2))
      (deriv G (T * t ^ 2) * (T * (2 * t))) t :=
    HasDerivAt.comp (h₂ := G) (h := fun t : ℝ => T * t ^ 2) t hd.hasDerivAt h1
  refine ((hasDerivAt_pow (2 * m + 1) t).fun_mul h2).congr_deriv ?_
  -- the product rule reproduces the left side of the equation at `T t²`
  rw [show 2 * m + 1 - 1 = 2 * m by omega, neg_mul, ← he]
  push_cast
  ring
```

`HasDerivAt f a t` says that \(f\) is differentiable at \(t\) with derivative \(a\). The first line applies `hG` at the point `T * t ^ 2` and obtains differentiability `hd` and the equation `he`. Then `h1` is the inner derivative \(2Tt\), `h2` is the chain rule, and `fun_mul` is the product rule. Rewriting with `← he` replaces the exponential by the left side of (E), after which `ring` compares two polynomial expressions.

## (b) Integration over \((0,1)\)

*Task.* Let \(G\) be a solution and suppose that \((\sqrt T)^{2m+1} G(T) \to c\) as \(T \to 0^+\). Show that \(G(T) = G_c(T)\) for every \(T > 0\).

*Solution.* Fix \(T > 0\) and take \(h\) as in (a). For \(0 < a < b < 1\), part (a) gives
\[
\int_a^b t^{2m} e^{-T t^2}\, dt = h(b) - h(a).
\]
The integrand is continuous on \([0,1]\), so the left side tends to \(F_m(T)\) as \(a \to 0^+\) and \(b \to 1^-\). At the upper end, \(h\) is differentiable at \(t = 1\), hence continuous there, and \(h(b) \to h(1) = G(T)\). At the lower end use \(\sqrt{T a^2} = \sqrt T\, a\) for \(a > 0\):
\[
h(a) = \frac{\bigl(\sqrt{T a^2}\bigr)^{2m+1} G(T a^2)}{(\sqrt T)^{2m+1}} \;\longrightarrow\; \frac{c}{(\sqrt T)^{2m+1}},
\]
because \(T a^2 \to 0^+\) as \(a \to 0^+\). Therefore \(F_m(T) = G(T) - c/(\sqrt T)^{2m+1}\), which is the claim.

```lean
/-- A solution with `√T^(2m+1) G(T) → c` as `T → 0⁺` equals `F_m(T) + c / √T^(2m+1)`
for all `T > 0`. -/
theorem eq_boysFamily_of_tendsto {m : ℕ} {G : ℝ → ℝ} {c : ℝ} (hG : SolvesBoysODE m G)
    (hc : Tendsto (fun T => √T ^ (2 * m + 1) * G T) (𝓝[>] 0) (𝓝 c)) {T : ℝ} (hT : 0 < T) :
    G T = boysFamily m c T := by
  have hs : √T ≠ 0 := (Real.sqrt_pos.2 hT).ne'
  have hmap : Tendsto (fun t : ℝ => T * t ^ 2) (𝓝[>] 0) (𝓝[>] 0) := by
    refine tendsto_nhdsWithin_iff.2 ⟨?_, ?_⟩
    · have hcont : Continuous (fun t : ℝ => T * t ^ 2) := by fun_prop
      exact (hcont.tendsto' 0 0 (by simp)).mono_left nhdsWithin_le_nhds
    · filter_upwards [self_mem_nhdsWithin] with t ht
      have ht' : 0 < t := ht
      exact mem_Ioi.2 (by positivity)
  -- boundary value at the lower end
  have ha : Tendsto (fun t : ℝ => t ^ (2 * m + 1) * G (T * t ^ 2)) (𝓝[>] 0)
      (𝓝 (c / √T ^ (2 * m + 1))) := by
    refine ((hc.comp hmap).div_const _).congr' ?_
    filter_upwards [self_mem_nhdsWithin] with t ht
    have ht' : 0 < t := ht
    have hsq : √(T * t ^ 2) = √T * t := by
      rw [Real.sqrt_mul hT.le, Real.sqrt_sq ht'.le]
    simp only [Function.comp]
    rw [hsq, mul_pow, mul_assoc, mul_div_cancel_left₀ _ (pow_ne_zero _ hs)]
  -- boundary value at the upper end
  have hb : Tendsto (fun t : ℝ => t ^ (2 * m + 1) * G (T * t ^ 2)) (𝓝[<] 1) (𝓝 (G T)) := by
    have h := (scaled_hasDerivAt hG hT one_pos).continuousAt.tendsto.mono_left
      (nhdsWithin_le_nhds : 𝓝[<] (1 : ℝ) ≤ 𝓝 1)
    simpa using h
  have hint : IntervalIntegrable (fun t : ℝ => t ^ (2 * m) * exp (-T * t ^ 2)) volume 0 1 :=
    Continuous.intervalIntegrable (by fun_prop) _ _
  have key := intervalIntegral.integral_eq_sub_of_hasDerivAt_of_tendsto one_pos
    (fun t ht => scaled_hasDerivAt hG hT ht.1) hint ha hb
  unfold boysFamily boys
  linarith [key]
```

The filter `𝓝[>] 0` describes approach to \(0\) from above and `𝓝[<] 1` approach to \(1\) from below. The step `hmap` says that \(T t^2 \to 0^+\) as \(t \to 0^+\); `ha` and `hb` are the lower and upper boundary values. The fundamental theorem of calculus enters as `intervalIntegral.integral_eq_sub_of_hasDerivAt_of_tendsto`, which needs the derivative only on the open interval, the integrability `hint`, and the two one-sided limits. This form suits the problem because \(G(0)\) is unconstrained and \(h\) is controlled at \(t = 0\) only through a limit. The existence of the limit \(c\) is the hypothesis `hc`; the theorem does not derive it for an arbitrary solution.

## (c) The main theorem

*Task.* Let \(G\) be a solution that is bounded near zero. Show that \(G(T) = F_m(T)\) for every \(T > 0\).

*Solution.* Let \(|G| \le C\) on \((0,1)\). For \(0 < x < 1\),
\[
\bigl| (\sqrt x)^{2m+1} G(x) \bigr| \le (\sqrt x)^{2m+1}\, C .
\]
The exponent \(2m+1\) is at least \(1\), also for \(m = 0\), so the right side tends to \(0\) as \(x \to 0^+\). Part (b) applies with \(c = 0\) and gives \(G(T) = G_0(T) = F_m(T)\).

```lean
/-- A solution of `2T G' + (2m+1) G = exp(-T)` on `T > 0` that is bounded on `(0,1)` is the
Boys function `F_m` on `T > 0`. -/
theorem eq_boys_of_bounded {m : ℕ} {G : ℝ → ℝ} (hG : SolvesBoysODE m G)
    (hb : BoundedNearZero G) {T : ℝ} (hT : 0 < T) : G T = boys m T := by
  obtain ⟨C, hC⟩ := hb
  -- boundedness makes the weighted limit vanish
  have hlim : Tendsto (fun T => √T ^ (2 * m + 1) * G T) (𝓝[>] 0) (𝓝 0) := by
    have hcont : Continuous (fun x : ℝ => √x ^ (2 * m + 1) * C) := by fun_prop
    have h0 : Tendsto (fun x : ℝ => √x ^ (2 * m + 1) * C) (𝓝[>] 0) (𝓝 0) :=
      (hcont.tendsto' 0 0 (by simp)).mono_left nhdsWithin_le_nhds
    refine squeeze_zero_norm' ?_ h0
    filter_upwards [Ioo_mem_nhdsGT (one_pos : (0 : ℝ) < 1)] with x hx
    have hp : 0 ≤ √x ^ (2 * m + 1) := by positivity
    rw [Real.norm_eq_abs, abs_mul, abs_of_nonneg hp]
    exact mul_le_mul_of_nonneg_left (hC x hx) hp
  have h := eq_boysFamily_of_tendsto hG hlim hT
  simpa [boysFamily] using h
```

In words: for any natural \(m\) and any real function \(G\) with `hG` (differentiable on \(T > 0\) and obeying (E) there) and `hb` (bounded on \((0,1)\)), the value `G T` equals `boys m T` at each positive \(T\). For a solution of (E), a bound on \((0,1)\) thus fixes the function on the whole half-line \(T > 0\), with no further condition at large \(T\). The statement says nothing about \(T \le 0\), complex arguments or non-integer order, and it does not include the relation between \(F_m'\) and \(F_{m+1}\), the recurrences in \(m\), or any series or asymptotic formula. In the proof, `h0` is the limit of the majorant and `squeeze_zero_norm'` transfers it to the weighted function, the inequality being needed only on \((0,1)\).

## (d) Rescaling the integration variable

*Task.* Show that \(s^{2m+1} F_m(s^2) = I_m(s)\) for every real \(s\).

*Solution.* For \(s \ne 0\) substitute \(u = t s\), \(du = s\, dt\), which sends \(t = 0\) to \(u = 0\) and \(t = 1\) to \(u = s\):
\[
I_m(s) = s \int_0^1 (ts)^{2m} e^{-(ts)^2}\, dt = s^{2m+1} \int_0^1 t^{2m} e^{-s^2 t^2}\, dt = s^{2m+1} F_m(s^2).
\]
For \(s = 0\) both sides vanish.

```lean
/-- Rescaling the integration variable: `s^(2m+1) F_m(s²) = ∫₀ˢ u^(2m) exp(-u²) du`. -/
theorem boys_scaling (m : ℕ) (s : ℝ) :
    s ^ (2 * m + 1) * boys m (s ^ 2) = gaussMoment m s := by
  have h := intervalIntegral.smul_integral_comp_mul_right
    (f := fun u : ℝ => u ^ (2 * m) * exp (-u ^ 2)) (a := 0) (b := 1) (c := s)
  simp only [zero_mul, one_mul, smul_eq_mul] at h
  unfold gaussMoment boys
  rw [← h, ← intervalIntegral.integral_const_mul, ← intervalIntegral.integral_const_mul]
  congr 1
  ext t
  rw [show -s ^ 2 * t ^ 2 = -(t * s) ^ 2 by ring]
  ring
```

The substitution is `intervalIntegral.smul_integral_comp_mul_right`, valid for every real factor, so no case distinction appears. Both constant factors are moved under the integral sign, and the two integrands are compared at each \(t\).

## (e) A one-parameter family of solutions

*Task.* Show that \(G_c\) is a solution for every real \(c\).

*Solution.* For \(s > 0\) define
\[
K(s) = \frac{I_m(s) + c}{s^{2m+1}} .
\]
By (d) with \(s = \sqrt x\), \(G_c(x) = K(\sqrt x)\) for all \(x > 0\). The integrand of \(I_m\) is continuous, so \(I_m'(s) = s^{2m} e^{-s^2}\), and the quotient rule gives
\[
K'(s) = \frac{s^{2m} e^{-s^2}}{s^{2m+1}} - (2m+1)\, \frac{I_m(s) + c}{s^{2m+2}} = \frac{e^{-s^2} - (2m+1)\, K(s)}{s}.
\]
At \(s = \sqrt T\) the chain rule with \(\frac{d}{dT}\sqrt T = 1/(2\sqrt T)\) shows that \(G_c\) is differentiable at \(T\), with
\[
2T\, G_c'(T) = 2T \cdot \frac{e^{-T} - (2m+1)\, G_c(T)}{\sqrt T} \cdot \frac{1}{2\sqrt T} = e^{-T} - (2m+1)\, G_c(T).
\]
This is (E). The route through \(I_m\) moves the dependence on \(T\) into the upper limit, so no differentiation under the integral sign is needed.

```lean
/-- For every real `c`, the function `F_m(T) + c / √T^(2m+1)` solves the equation on `T > 0`. -/
theorem boysFamily_solves (m : ℕ) (c : ℝ) : SolvesBoysODE m (boysFamily m c) := by
  intro T hT
  have hs : √T ≠ 0 := (Real.sqrt_pos.2 hT).ne'
  have hs2 : √T ^ 2 = T := Real.sq_sqrt hT.le
  have hsc := boys_scaling m (√T)
  rw [hs2] at hsc
  have hg : Continuous (fun u : ℝ => u ^ (2 * m) * exp (-u ^ 2)) := by fun_prop
  have hI : HasDerivAt (fun s => gaussMoment m s) (√T ^ (2 * m) * exp (-T)) (√T) := by
    refine (hg.integral_hasStrictDerivAt 0 (√T)).hasDerivAt.congr_deriv ?_
    simp only [hs2]
  -- derivative in the variable `s = √T`
  have hK : HasDerivAt (fun s => (gaussMoment m s + c) / s ^ (2 * m + 1))
      ((exp (-T) - (2 * (m : ℝ) + 1) * boysFamily m c T) / √T) (√T) := by
    refine ((hI.add_const c).fun_div (hasDerivAt_pow (2 * m + 1) (√T))
      (pow_ne_zero _ hs)).congr_deriv ?_
    rw [← hsc, show 2 * m + 1 - 1 = 2 * m by omega]
    unfold boysFamily
    push_cast
    field_simp
    ring
  have hcomp := HasDerivAt.comp (h₂ := fun s => (gaussMoment m s + c) / s ^ (2 * m + 1))
    (h := fun x : ℝ => √x) T hK (Real.hasDerivAt_sqrt hT.ne')
  have hev : boysFamily m c =ᶠ[𝓝 T]
      (fun s => (gaussMoment m s + c) / s ^ (2 * m + 1)) ∘ fun x : ℝ => √x := by
    filter_upwards [Ioi_mem_nhds hT] with x hx
    have hx' : 0 < x := hx
    have hne : √x ≠ 0 := (Real.sqrt_pos.2 hx').ne'
    have h := boys_scaling m (√x)
    rw [Real.sq_sqrt hx'.le] at h
    simp only [Function.comp, boysFamily]
    rw [← h, add_div, mul_div_cancel_left₀ _ (pow_ne_zero _ hne)]
  have hd := hcomp.congr_of_eventuallyEq hev
  have hchain : ∀ a : ℝ, 2 * T * (a / √T * (1 / (2 * √T))) = a := by
    intro a
    have h : 2 * √T ^ 2 * (a / √T * (1 / (2 * √T))) = a := by field_simp
    rwa [hs2] at h
  refine ⟨hd.differentiableAt, ?_⟩
  rw [hd.deriv, hchain]
  ring
```

Here `hI` is \(I_m'(\sqrt T)\), `hK` is \(K'(\sqrt T)\) in its last form, and `hcomp` is the chain rule. The step `hev` states that \(G_c\) and \(x \mapsto K(\sqrt x)\) agree on a neighbourhood of \(T\), namely \(x > 0\), which is enough to carry the derivative over. The identity `hchain` is the cancellation of \(2T\) against \(\sqrt T \cdot 2\sqrt T\).

## (f) The Boys function is a solution

*Task.* Show that \(F_m\) is differentiable on \(T > 0\) and satisfies (E).

*Solution.* Since \(F_m = G_0\), this is (e) with \(c = 0\).

```lean
/-- The Boys function solves `2T F' + (2m+1) F = exp(-T)` on `T > 0`. -/
theorem boys_solves (m : ℕ) : SolvesBoysODE m (boys m) := by
  have h : boys m = boysFamily m 0 := by
    funext T
    simp [boysFamily]
  rw [h]
  exact boysFamily_solves m 0
```

## (g) What fails without a hypothesis

*Task.* Show that \(G_c\) is unbounded on \((0,1)\) when \(c \ne 0\), and use this to give a solution of (E) that differs from \(F_m\).

*Solution.* Suppose that \(G_c\) is bounded near zero. It is a solution by (e), so (c) at \(T = 1\) gives \(F_m(1) + c/1 = F_m(1)\), that is \(c = 0\). Hence for \(c \ne 0\) no bound exists.

The smallest counter-example to (c) without boundedness has \(m = 0\) and \(c = 1\): the function \(F_0(T) + 1/\sqrt T\) is differentiable on \(T > 0\) and satisfies \(2T G' + G = e^{-T}\), because the added term obeys
\[
2T \cdot \bigl(-\tfrac12 T^{-3/2}\bigr) + T^{-1/2} = 0 .
\]
At \(T = 1\) it exceeds \(F_0\) by \(1\).

```lean
/-- For `c ≠ 0` the function `F_m(T) + c / √T^(2m+1)` is unbounded on `(0,1)`. -/
theorem boysFamily_unbounded (m : ℕ) {c : ℝ} (hc : c ≠ 0) :
    ¬ BoundedNearZero (boysFamily m c) := by
  intro hb
  have h := eq_boys_of_bounded (boysFamily_solves m c) hb one_pos
  simp [boysFamily] at h
  exact hc h
```

The proof follows the argument by contradiction: `h` is the equation \(G_c(1) = F_m(1)\), and `simp` reduces it to `c = 0`.

The differentiability clause in `SolvesBoysODE` is needed as well, by an argument given here on paper only. Lean sets `deriv G T` to \(0\) where \(G\) is not differentiable. Change \(F_m\) at the single point \(T = 1\) to the value \(e^{-1}/(2m+1)\). This is strictly below \(F_m(1)\), because \(e^{-t^2} > e^{-1}\) for \(0 \le t < 1\) and \(\int_0^1 t^{2m} dt = 1/(2m+1)\). The changed function is discontinuous at \(1\), so the equation there would read \(0 + (2m+1)\, e^{-1}/(2m+1) = e^{-1}\) and would hold. Away from \(1\) the function agrees locally with \(F_m\), and on \((0,1)\) it is bounded, yet it differs from \(F_m\) at \(T = 1\).

## (h) The equivalence

*Task.* Show that a function \(G\) agrees with \(F_m\) at every \(T > 0\) if and only if it is a solution and is bounded near zero.

*Solution.* The direction from right to left is (c). For the other direction let \(G = F_m\) on \(T > 0\). Each \(T > 0\) has a neighbourhood inside the positive half-line, on which the two functions coincide; so \(G\) is differentiable at \(T\) with \(G'(T) = F_m'(T)\), and (E) follows from (f). For the bound take \(0 < T < 1\) and \(0 < t \le 1\). Then \(0 \le t^{2m} \le 1\) and \(0 < e^{-T t^2} \le 1\), so the integrand lies in \([0,1]\) and
\[
|G(T)| = |F_m(T)| \le 1 \cdot |1 - 0| = 1 .
\]
The constant \(C = 1\) serves for every \(m\).

Taking \(G = F_m\) on the left side shows that \(F_m\) itself meets both hypotheses of (c). In the code the opening `refine` supplies the constant `1`, settles the right-to-left direction by `eq_boys_of_bounded`, and leaves two goals. The first uses the local agreement `hev` to transfer differentiability and the value of the derivative from `boys_solves`. The second applies `intervalIntegral.norm_integral_le_of_norm_le_const`, the bound of an integral by a constant times the interval length, with `h1` and `h2` bounding the two factors of the integrand.

```lean
/-- A function agrees with `F_m` on `T > 0` exactly when it solves the equation there and is
bounded on `(0,1)`. -/
theorem eq_boys_iff (m : ℕ) (G : ℝ → ℝ) :
    (∀ T, 0 < T → G T = boys m T) ↔ SolvesBoysODE m G ∧ BoundedNearZero G := by
  refine ⟨fun h => ⟨fun T hT => ?_, 1, fun T hT => ?_⟩,
    fun h T hT => eq_boys_of_bounded h.1 h.2 hT⟩
  · have hev : G =ᶠ[𝓝 T] boys m := by
      filter_upwards [Ioi_mem_nhds hT] with x hx using h x hx
    obtain ⟨hd, he⟩ := boys_solves m T hT
    refine ⟨hd.congr_of_eventuallyEq hev, ?_⟩
    rw [hev.deriv_eq, h T hT, he]
  · -- the integrand is at most one in absolute value
    have hb : ‖boys m T‖ ≤ 1 * |(1 : ℝ) - 0| := by
      unfold boys
      refine intervalIntegral.norm_integral_le_of_norm_le_const fun t ht => ?_
      rw [uIoc_of_le zero_le_one] at ht
      have ht0 : 0 ≤ t := ht.1.le
      have hp : 0 ≤ t ^ (2 * m) * exp (-T * t ^ 2) := by positivity
      have h1 : t ^ (2 * m) ≤ 1 := pow_le_one₀ ht0 ht.2
      have h2 : exp (-T * t ^ 2) ≤ 1 :=
        Real.exp_le_one_iff.2 (by nlinarith [mul_nonneg hT.1.le (sq_nonneg t)])
      rw [Real.norm_eq_abs, abs_of_nonneg hp]
      exact mul_le_one₀ h1 (exp_pos _).le h2
    rw [h T hT.1]
    simpa using hb

end

end BoysODE
```

```lean
#print axioms BoysODE.eq_boys_of_bounded
-- 'BoysODE.eq_boys_of_bounded' depends on axioms: [propext, Classical.choice, Quot.sound]
#print axioms BoysODE.boysFamily_unbounded
-- 'BoysODE.boysFamily_unbounded' depends on axioms: [propext, Classical.choice, Quot.sound]
#print axioms BoysODE.eq_boys_iff
-- 'BoysODE.eq_boys_iff' depends on axioms: [propext, Classical.choice, Quot.sound]
```
